# Squared norms of the vector spherical harmonics for l = 1 and l = 2

Let $Y_{lm}$ be the normalised spherical harmonics, and let

$$\mathbf X_{lm}=\frac{\mathbf L\,Y_{lm}}{\sqrt{l(l+1)}},\qquad \mathbf L=-i\,\mathbf x\times\nabla .$$

At a point $(x,y,z)$ of the unit sphere, with $c=z$ the cosine of the polar angle, the squared norms for $l=1,2$ are

| $l$ | $m=0$ | $m=\pm1$ | $m=\pm2$ |
|---|---|---|---|
| 1 | $\dfrac{3(1-c^2)}{8\pi}$ | $\dfrac{3(1+c^2)}{16\pi}$ | |
| 2 | $\dfrac{15c^2(1-c^2)}{8\pi}$ | $\dfrac{5(1-3c^2+4c^4)}{16\pi}$ | $\dfrac{5(1-c^4)}{16\pi}$ |

For each of these two $l$, the sum over $m$ is $(2l+1)/(4\pi)$ at every point of the sphere.

## Radiation patterns of dipoles and quadrupoles

The far field of a source that radiates in a single multipole $(l,m)$ has an angular power distribution proportional to $|\mathbf X_{lm}|^2$, for electric and magnetic multipoles alike. The table therefore gives the emission patterns of pure dipole and quadrupole transitions in which the photon carries angular momentum projection $m$. If all $m$ contribute incoherently with equal weight, the constant sum makes the emission isotropic.

## Solid harmonics as polynomials

The operator $\mathbf L$ differentiates only along the sphere, so it commutes with multiplication by any function of the radius. One may thus replace $Y_{lm}$ by the solid harmonic $r^lY_{lm}$, which is a polynomial, and set $r=1$ at the end.

Write $w=x+iy$ and $\rho^2=x^2+y^2=|w|^2$. Each solid harmonic is $\sqrt{N_{lm}}\,S_{lm}$, with

- $S_{10}=z$ and $N_{10}=3/(4\pi)$;
- $S_{11}=-w$, $S_{1,-1}=\bar w$ and $N_{1,\pm1}=3/(8\pi)$;
- $S_{20}=z^2-\tfrac12\rho^2$ and $N_{20}=5/(4\pi)$;
- $S_{21}=-zw$, $S_{2,-1}=z\bar w$ and $N_{2,\pm1}=15/(8\pi)$;
- $S_{22}=w^2$, $S_{2,-2}=\bar w^2$ and $N_{2,\pm2}=15/(32\pi)$.

The minus signs for $m=1$ are the Condon–Shortley phase, which has no effect on a norm.

## From gradients to angular profiles

Since $\mathbf L$ is linear,

$$|\mathbf X_{lm}|^2=\frac{N_{lm}}{l(l+1)}\,|\mathbf L S_{lm}|^2 .$$

It remains to take gradients and cross products. For $m\ge0$:

$$\begin{aligned}
\nabla S_{10}&=(0,0,1), & \mathbf L S_{10}&=-i\,(y,-x,0),\\
\nabla S_{11}&=(-1,-i,0), & \mathbf L S_{11}&=(z,\;iz,\;-w),\\
\nabla S_{20}&=(-x,-y,2z), & \mathbf L S_{20}&=-3iz\,(y,-x,0),\\
\nabla S_{21}&=(-z,-iz,-w), & \mathbf L S_{21}&=(z^2+iyw,\;i(z^2-xw),\;-zw),\\
\nabla S_{22}&=(2w,2iw,0), & \mathbf L S_{22}&=(-2zw,\;-2izw,\;2w^2).
\end{aligned}$$

Four of the squared norms can be read off:

$$|\mathbf L S_{10}|^2=\rho^2,\quad |\mathbf L S_{11}|^2=\rho^2+2z^2,\quad |\mathbf L S_{20}|^2=9z^2\rho^2,\quad |\mathbf L S_{22}|^2=4\rho^2(\rho^2+2z^2).$$

For $S_{21}$, use $iyw=ixy-y^2$ and $xw=x^2+ixy$:

$$\begin{aligned}
|\mathbf L S_{21}|^2&=(z^2-y^2)^2+x^2y^2+(z^2-x^2)^2+x^2y^2+z^2\rho^2\\
&=\rho^4-z^2\rho^2+2z^4 .
\end{aligned}$$

For negative $m$, $S_{l,-m}=(-1)^m\,\overline{S_{lm}}$. Because $\mathbf L$ is $-i$ times a real operator, $\mathbf L\bar f=-\overline{\mathbf L f}$, and the norms for $m$ and $-m$ agree.

On the unit sphere $\rho^2=1-c^2$. The dipole entries follow with the factors $N_{10}/2=3/(8\pi)$ and $N_{1,\pm1}/2=3/(16\pi)$. For the quadrupole,

$$\begin{aligned}
\frac{N_{20}}6\cdot 9c^2(1-c^2)&=\frac{15c^2(1-c^2)}{8\pi},\\
\frac{N_{2,\pm1}}6\left[(1-c^2)^2-c^2(1-c^2)+2c^4\right]&=\frac{5(1-3c^2+4c^4)}{16\pi},\\
\frac{N_{2,\pm2}}6\cdot4(1-c^2)(1+c^2)&=\frac{5(1-c^4)}{16\pi}.
\end{aligned}$$

Counting each nonzero $|m|$ twice, the sums are

$$\frac{3}{8\pi}\left[(1-c^2)+(1+c^2)\right]=\frac{3}{4\pi},$$

$$\frac{5}{8\pi}\left[3c^2(1-c^2)+(1-3c^2+4c^4)+(1-c^4)\right]=\frac{5}{4\pi}.$$

## Harmonicity, the eigenvalue m and transversality

Three further properties tie the explicit polynomials to their names. The Laplacian annihilates them: the second derivatives give $2-1-1=0$ for $S_{20}$ and $2+2i^2=0$ for $S_{22}$, and they vanish separately for the polynomials with $m=0,1$ at $l=1$ and $m=1$ at $l=2$. Conjugation covers negative $m$. The third components listed above equal $mS_{lm}$, so $L_zS_{lm}=mS_{lm}$ for $m\ge0$; the rule $\mathbf L\bar f=-\overline{\mathbf L f}$ extends this to negative $m$. Finally, $\mathbf x\cdot(\mathbf x\times\nabla f)=0$, so $\mathbf X_{lm}$ is tangent to the sphere.

## The statement in Lean

A point is a function `r : Fin 3 → ℝ`, with `r 0`, `r 1`, `r 2` for $x,y,z$. The type `Poly` consists of complex polynomials in three variables, `pderiv` is the formal partial derivative, and `angMom` is $\mathbf L$, whose component 2 is $L_z$. The definitions `shape`, `weight` and `solid` stand for $S_{lm}$, $N_{lm}$ and $\sqrt{N_{lm}}\,S_{lm}$. Evaluation at a real point is `at'`; `vecHarm` is $\mathbf L$ applied to `solid` and divided by $\sqrt{l(l+1)}$, which equals $\mathbf X_{lm}$ on the unit sphere. The sum of the squared moduli of the three Cartesian components of `vecHarm` is `intensity`.

The theorems `intensity_dipole` and `intensity_quadrupole` state the two rows of the table, and `sum_intensity` states the sum over all integers $m$ from $-l$ to $l$. Their hypothesis `hr` places the point on the unit sphere. The theorems `solid_harmonic` and `angMom_z_solid` hold at every real point for $l=1,2$ and $|m|\le l$. The theorem `vecHarm_transverse` has no restriction on its indices, but `shape` is zero outside the listed cases, so it has content only for those.

The constants in `weight` are the usual ones that give each $Y_{lm}$ unit norm over the sphere. They enter as definitions, and no integral is evaluated. General $l$ and the link to Maxwell's equations are likewise left aside.

```lean
import Mathlib

open MvPolynomial Matrix

namespace VectorSphericalHarmonics

noncomputable section

/-- Complex polynomials in the Cartesian coordinates x, y, z. -/
abbrev Poly := MvPolynomial (Fin 3) ℂ

/-- The angular momentum operator L = -i x × ∇ acting on a polynomial. -/
def angMom (f : Poly) : Fin 3 → Poly := fun k =>
  C (-Complex.I) * ((X : Fin 3 → Poly) ⨯₃ (fun i => pderiv i f)) k

/-- The solid harmonics without their normalisation, for l = 1, 2 and |m| ≤ l
(zero for other indices). -/
def shape : ℕ → ℤ → Poly
  | 1, m =>
    if m = 0 then X 2
    else if m = 1 then -(X 0 + C Complex.I * X 1)
    else if m = -1 then X 0 - C Complex.I * X 1
    else 0
  | 2, m =>
    if m = 0 then X 2 ^ 2 - C (1 / 2) * (X 0 ^ 2 + X 1 ^ 2)
    else if m = 1 then -(X 2 * (X 0 + C Complex.I * X 1))
    else if m = -1 then X 2 * (X 0 - C Complex.I * X 1)
    else if m = 2 then (X 0 + C Complex.I * X 1) ^ 2
    else if m = -2 then (X 0 - C Complex.I * X 1) ^ 2
    else 0
  | _, _ => 0

/-- The squared normalisation constants of the solid harmonics, for l = 1, 2 and |m| ≤ l. -/
def weight (l : ℕ) (m : ℤ) : ℝ :=
  if l = 1 then (if m = 0 then 3 / (4 * Real.pi) else 3 / (8 * Real.pi))
  else if m = 0 then 5 / (4 * Real.pi)
  else if |m| = 1 then 15 / (8 * Real.pi)
  else 15 / (32 * Real.pi)

/-- The normalised solid harmonic r^l Y_lm, for l = 1, 2 and |m| ≤ l. -/
def solid (l : ℕ) (m : ℤ) : Poly := C ((√(weight l m) : ℝ) : ℂ) * shape l m

/-- The value of a polynomial at a real point of space. -/
def at' (r : Fin 3 → ℝ) (f : Poly) : ℂ := eval (fun k => (r k : ℂ)) f

/-- L applied to `solid l m` and divided by √(l(l+1)), at the point r. For l = 1, 2 and |m| ≤ l this
is the vector harmonic X_lm when r lies on the unit sphere. -/
def vecHarm (l : ℕ) (m : ℤ) (r : Fin 3 → ℝ) : Fin 3 → ℂ := fun k =>
  at' r (angMom (solid l m) k) / ((√((l : ℝ) * (l + 1)) : ℝ) : ℂ)

/-- The squared norm of the complex vector `vecHarm l m r`. -/
def intensity (l : ℕ) (m : ℤ) (r : Fin 3 → ℝ) : ℝ :=
  ∑ k, Complex.normSq (vecHarm l m r k)

lemma icc_one : Finset.Icc (-((1 : ℕ) : ℤ)) ((1 : ℕ) : ℤ) = {-1, 0, 1} := by decide

lemma icc_two : Finset.Icc (-((2 : ℕ) : ℤ)) ((2 : ℕ) : ℤ) = {-2, -1, 0, 1, 2} := by decide

/-- Angular momentum commutes with multiplication by a constant. -/
lemma angMom_C_mul (a : ℂ) (f : Poly) (k : Fin 3) :
    angMom (C a * f) k = C a * angMom f k := by
  simp only [angMom, pderiv_C_mul, cross_apply]
  fin_cases k <;> simp [-mul_eq_mul_left_iff, -mul_eq_mul_right_iff] <;> ring

/-- `intensity` is the squared norm of L applied to `shape`, times the squared normalisation
constant over l(l+1). -/
lemma intensity_eq (l : ℕ) (m : ℤ) (r : Fin 3 → ℝ) :
    intensity l m r = weight l m / ((l : ℝ) * (l + 1)) *
      ∑ k, Complex.normSq (at' r (angMom (shape l m) k)) := by
  have hw : 0 ≤ weight l m := by
    unfold weight
    split_ifs <;> positivity
  have hl : 0 ≤ (l : ℝ) * (l + 1) := by positivity
  unfold intensity vecHarm solid at'
  rw [Finset.mul_sum]
  refine Finset.sum_congr rfl fun k _ => ?_
  rw [angMom_C_mul, map_mul, eval_C, Complex.normSq_div, Complex.normSq_mul,
    Complex.normSq_ofReal, Complex.normSq_ofReal, Real.mul_self_sqrt hw, Real.mul_self_sqrt hl]
  ring

/-- The solid harmonics with l = 1, 2 satisfy Laplace's equation at every real point. -/
theorem solid_harmonic (l : ℕ) (m : ℤ) (hl : l = 1 ∨ l = 2)
    (hm : m ∈ Finset.Icc (-(l : ℤ)) l) (r : Fin 3 → ℝ) :
    at' r (∑ k, pderiv k (pderiv k (solid l m))) = 0 := by
  have key : at' r (∑ k, pderiv k (pderiv k (shape l m))) = 0 := by
    rcases hl with rfl | rfl
    · rw [icc_one] at hm
      simp only [Finset.mem_insert, Finset.mem_singleton] at hm
      rcases hm with rfl | rfl | rfl <;> apply Complex.ext <;>
        simp [at', shape, Fin.sum_univ_three, pderiv_X, Pi.single_apply]
    · rw [icc_two] at hm
      simp only [Finset.mem_insert, Finset.mem_singleton] at hm
      rcases hm with rfl | rfl | rfl | rfl | rfl <;> apply Complex.ext <;>
        simp [at', shape, Fin.sum_univ_three, pderiv_X, Pi.single_apply, sq]
      ring
  unfold at' at key ⊢
  simp only [solid, pderiv_C_mul]
  rw [← Finset.mul_sum, map_mul, key, mul_zero]

/-- The solid harmonics S with l = 1, 2 and |m| ≤ l satisfy L_z S = m S at every real point. -/
theorem angMom_z_solid (l : ℕ) (m : ℤ) (hl : l = 1 ∨ l = 2)
    (hm : m ∈ Finset.Icc (-(l : ℤ)) l) (r : Fin 3 → ℝ) :
    at' r (angMom (solid l m) 2) = m * at' r (solid l m) := by
  have key : at' r (angMom (shape l m) 2) = m * at' r (shape l m) := by
    rcases hl with rfl | rfl
    · rw [icc_one] at hm
      simp only [Finset.mem_insert, Finset.mem_singleton] at hm
      rcases hm with rfl | rfl | rfl <;> apply Complex.ext <;>
        simp [at', angMom, cross_apply, shape, pderiv_X, Pi.single_apply]
    · rw [icc_two] at hm
      simp only [Finset.mem_insert, Finset.mem_singleton] at hm
      rcases hm with rfl | rfl | rfl | rfl | rfl <;> apply Complex.ext <;>
        simp [at', angMom, cross_apply, shape, pderiv_X, Pi.single_apply, sq,
          -mul_eq_mul_left_iff, -mul_eq_mul_right_iff] <;> ring
  unfold at' at key ⊢
  unfold solid
  rw [angMom_C_mul, map_mul, map_mul, key]
  ring

/-- The vector `vecHarm l m r` is orthogonal to the position vector r (it is zero unless l = 1, 2
and |m| ≤ l). -/
theorem vecHarm_transverse (l : ℕ) (m : ℤ) (r : Fin 3 → ℝ) :
    ∑ k, (r k : ℂ) * vecHarm l m r k = 0 := by
  simp [vecHarm, at', angMom, cross_apply, Fin.sum_univ_three]
  ring

/-- On the unit sphere the three dipole vector harmonics have squared norms
3(1-c²)/(8π) for m = 0 and 3(1+c²)/(16π) for m = ±1, with c = z. -/
theorem intensity_dipole (r : Fin 3 → ℝ) (hr : r 0 ^ 2 + r 1 ^ 2 + r 2 ^ 2 = 1) :
    intensity 1 0 r = 3 * (1 - r 2 ^ 2) / (8 * Real.pi) ∧
    intensity 1 1 r = 3 * (1 + r 2 ^ 2) / (16 * Real.pi) ∧
    intensity 1 (-1) r = 3 * (1 + r 2 ^ 2) / (16 * Real.pi) := by
  have hρ : r 0 ^ 2 + r 1 ^ 2 = 1 - r 2 ^ 2 := by linarith
  -- intensities of the bare polynomials, before the sphere condition is used
  have raw : ∑ k, Complex.normSq (at' r (angMom (shape 1 0) k)) = r 0 ^ 2 + r 1 ^ 2 ∧
      ∑ k, Complex.normSq (at' r (angMom (shape 1 1) k)) =
        (r 0 ^ 2 + r 1 ^ 2) + 2 * r 2 ^ 2 ∧
      ∑ k, Complex.normSq (at' r (angMom (shape 1 (-1)) k)) =
        (r 0 ^ 2 + r 1 ^ 2) + 2 * r 2 ^ 2 := by
    refine ⟨?_, ?_, ?_⟩ <;>
      simp [at', angMom, cross_apply, shape, pderiv_X, Pi.single_apply, Fin.sum_univ_three,
        Complex.normSq_apply] <;> ring
  obtain ⟨h0, h1, h2⟩ := raw
  refine ⟨?_, ?_, ?_⟩
  · rw [intensity_eq, h0, hρ, show weight 1 0 = 3 / (4 * Real.pi) by simp [weight]]
    push_cast
    ring
  · rw [intensity_eq, h1, hρ, show weight 1 1 = 3 / (8 * Real.pi) by simp [weight]]
    push_cast
    ring
  · rw [intensity_eq, h2, hρ, show weight 1 (-1) = 3 / (8 * Real.pi) by simp [weight]]
    push_cast
    ring

/-- On the unit sphere the five quadrupole vector harmonics have squared norms
15c²(1-c²)/(8π) for m = 0, 5(1-3c²+4c⁴)/(16π) for m = ±1 and 5(1-c⁴)/(16π) for m = ±2,
with c = z. -/
theorem intensity_quadrupole (r : Fin 3 → ℝ) (hr : r 0 ^ 2 + r 1 ^ 2 + r 2 ^ 2 = 1) :
    intensity 2 0 r = 15 * r 2 ^ 2 * (1 - r 2 ^ 2) / (8 * Real.pi) ∧
    (∀ m : ℤ, m = 1 ∨ m = -1 →
      intensity 2 m r = 5 * (1 - 3 * r 2 ^ 2 + 4 * r 2 ^ 4) / (16 * Real.pi)) ∧
    (∀ m : ℤ, m = 2 ∨ m = -2 →
      intensity 2 m r = 5 * (1 - r 2 ^ 4) / (16 * Real.pi)) := by
  have hρ : r 0 ^ 2 + r 1 ^ 2 = 1 - r 2 ^ 2 := by linarith
  refine ⟨?_, fun m hm => ?_, fun m hm => ?_⟩
  · have h : ∑ k, Complex.normSq (at' r (angMom (shape 2 0) k)) =
        9 * r 2 ^ 2 * (r 0 ^ 2 + r 1 ^ 2) := by
      simp [at', angMom, cross_apply, shape, pderiv_X, Pi.single_apply, Fin.sum_univ_three,
        Complex.normSq_apply, sq, -mul_eq_mul_left_iff, -mul_eq_mul_right_iff]
      ring
    rw [intensity_eq, h, hρ, show weight 2 0 = 5 / (4 * Real.pi) by simp [weight]]
    push_cast
    ring
  · have h : ∑ k, Complex.normSq (at' r (angMom (shape 2 m) k)) =
        (r 0 ^ 2 + r 1 ^ 2) ^ 2 - r 2 ^ 2 * (r 0 ^ 2 + r 1 ^ 2) + 2 * r 2 ^ 4 := by
      rcases hm with rfl | rfl <;>
        simp [at', angMom, cross_apply, shape, pderiv_X, Pi.single_apply, Fin.sum_univ_three,
          Complex.normSq_apply] <;> ring
    have hw : weight 2 m = 15 / (8 * Real.pi) := by
      rcases hm with rfl | rfl <;> simp [weight]
    rw [intensity_eq, h, hρ, hw]
    push_cast
    ring
  · have h : ∑ k, Complex.normSq (at' r (angMom (shape 2 m) k)) =
        4 * (r 0 ^ 2 + r 1 ^ 2) * ((r 0 ^ 2 + r 1 ^ 2) + 2 * r 2 ^ 2) := by
      rcases hm with rfl | rfl <;>
        simp [at', angMom, cross_apply, shape, pderiv_X, Pi.single_apply, Fin.sum_univ_three,
          Complex.normSq_apply, sq, -mul_eq_mul_left_iff, -mul_eq_mul_right_iff] <;> ring
    have hw : weight 2 m = 15 / (32 * Real.pi) := by
      rcases hm with rfl | rfl <;> simp [weight]
    rw [intensity_eq, h, hρ, hw]
    push_cast
    ring

/-- For l = 1, 2 the squared norms of X_lm summed over m equal (2l+1)/(4π) at every point
of the unit sphere. -/
theorem sum_intensity (l : ℕ) (hl : l = 1 ∨ l = 2) (r : Fin 3 → ℝ)
    (hr : r 0 ^ 2 + r 1 ^ 2 + r 2 ^ 2 = 1) :
    ∑ m ∈ Finset.Icc (-(l : ℤ)) l, intensity l m r = (2 * l + 1) / (4 * Real.pi) := by
  rcases hl with rfl | rfl
  · obtain ⟨h0, h1, h2⟩ := intensity_dipole r hr
    rw [icc_one, Finset.sum_insert (by decide), Finset.sum_insert (by decide),
      Finset.sum_singleton, h0, h1, h2]
    push_cast
    ring
  · obtain ⟨h0, h1, h2⟩ := intensity_quadrupole r hr
    rw [icc_two, Finset.sum_insert (by decide), Finset.sum_insert (by decide),
      Finset.sum_insert (by decide), Finset.sum_insert (by decide), Finset.sum_singleton,
      h0, h1 1 (Or.inl rfl), h1 (-1) (Or.inr rfl), h2 2 (Or.inl rfl), h2 (-2) (Or.inr rfl)]
    push_cast
    ring

end

end VectorSphericalHarmonics
```

```lean
#print axioms VectorSphericalHarmonics.angMom_z_solid
#print axioms VectorSphericalHarmonics.vecHarm_transverse
#print axioms VectorSphericalHarmonics.intensity_quadrupole
#print axioms VectorSphericalHarmonics.sum_intensity
```

```
'VectorSphericalHarmonics.angMom_z_solid' depends on axioms: [propext, Classical.choice, Quot.sound]
'VectorSphericalHarmonics.vecHarm_transverse' depends on axioms: [propext, Classical.choice, Quot.sound]
'VectorSphericalHarmonics.intensity_quadrupole' depends on axioms: [propext, Classical.choice, Quot.sound]
'VectorSphericalHarmonics.sum_intensity' depends on axioms: [propext, Classical.choice, Quot.sound]
```

## How the proof follows the calculation

**Taking out the constants.** The lemma `angMom_C_mul` says that $\mathbf L$ commutes with a constant factor; it expands the cross product and checks the three components. From it, `intensity_eq` derives the formula with the prefactor $N_{lm}/(l(l+1))$. The square roots in the definitions disappear through `Real.mul_self_sqrt`, which needs the nonnegativity facts `hw` and `hl`.

**Bare norms.** In `intensity_dipole` the statement `raw` collects the three values of $|\mathbf L S_{1m}|^2$, valid at every real point. In `intensity_quadrupole` the statements named `h` do the same for $l=2$. Here `simp` differentiates the polynomials, evaluates them and writes each squared modulus through its real and imaginary parts; `ring` then verifies the remaining real polynomial identity. Negative $m$ is computed directly, without the conjugation argument. In some calls, the entries `-mul_eq_mul_left_iff` and `-mul_eq_mul_right_iff` stop `simp` from cancelling common factors, which would turn an equation into a case distinction.

**The sphere condition.** The statement `hρ` is $\rho^2=1-c^2$. The bare norms are written in terms of `r 0 ^ 2 + r 1 ^ 2`, so a rewrite with `hρ` leaves only $c$. After the value of `weight` is inserted, `ring` finishes each profile.

**The sum over m.** The lemmas `icc_one` and `icc_two` list the integers from $-l$ to $l$. The proof of `sum_intensity` splits the sum into its three or five terms, inserts the profiles and lets `ring` add them.

**The supporting properties.** Both `solid_harmonic` and `angMom_z_solid` first prove their claim for `shape`, case by case in $m$, comparing real and imaginary parts through `Complex.ext`. They then restore the normalisation factor by linearity. For `vecHarm_transverse`, the triple product is expanded and its terms cancel in pairs.
